# Jordan–Wigner strings turn spin ladder operators into fermionic ones

Lowering operators $s_i$ and $s_j$ on different spins one half commute. Used directly as fermionic annihilation operators, they lose the exchange sign: $s_is_j+s_js_i=2s_is_j$, which is not zero. The sign returns when each operator carries the parities of all earlier sites.

The calculation needs only addition, subtraction and multiplication, so the operators live in an arbitrary ring `R`. There are $n$ sites, numbered from $0$ to $n-1$ by `Fin n`.

In Lean 4 with Mathlib:

```lean
import Mathlib

open scoped Kronecker

namespace JordanWigner

variable {R : Type*} [Ring R] {n : ℕ}
```

## Sites, parities and strings

Each site has a lowering operator $s_j$ and a raising operator $t_j$, with
$$s_j^2=t_j^2=0,\qquad s_jt_j+t_js_j=1.$$
Operators on different sites commute. These relations are assumed; they describe independent two-level systems. No adjoint is used, so $t_j$ need not be $s_j^\dagger$.

```lean
/-- Lowering operators `s j` and raising operators `t j` of `n` two-level sites:
they anticommute canonically on one site and commute between different sites. -/
structure IsSpinChain (s t : Fin n → R) : Prop where
  s_sq : ∀ j, s j * s j = 0
  t_sq : ∀ j, t j * t j = 0
  anti : ∀ j, s j * t j + t j * s j = 1
  comm_ss : ∀ i j, i ≠ j → Commute (s i) (s j)
  comm_st : ∀ i j, i ≠ j → Commute (s i) (t j)
  comm_tt : ∀ i j, i ≠ j → Commute (t i) (t j)
```

The product $t_js_j$ is the occupation number of site $j$, and $Z_j=1-2t_js_j$ is its parity: $+1$ when empty, $-1$ when occupied.

```lean
/-- The parity `Z j = 1 - 2 t j s j` of site `j`. -/
def siteZ (s t : Fin n → R) (j : Fin n) : R := 1 - 2 * (t j * s j)
```

The string $S_k=Z_0\cdots Z_{k-1}$ is built recursively from $S_0=1$ and $S_{k+1}=S_kZ_k$.

```lean
/-- The string `Z 0 ⋯ Z (k-1)`; factors beyond the end of the chain are one. -/
def jwString (s t : Fin n → R) : ℕ → R
  | 0 => 1
  | k + 1 => jwString s t k * (if h : k < n then siteZ s t ⟨k, h⟩ else 1)
```

Attaching a string to a family of site operators $a_j$ gives $S_ja_j$.

```lean
/-- The site operator `a j` with the string of all earlier sites attached on its left. -/
def dress (s t a : Fin n → R) (j : Fin n) : R := jwString s t j * a j
```

The choice $a=s$ gives the annihilation operator $c_j=S_js_j$.

```lean
/-- The Jordan-Wigner annihilation operator `Z 0 ⋯ Z (j-1) s j`. -/
abbrev annihilator (s t : Fin n → R) (j : Fin n) : R := dress s t s j
```

The choice $a=t$ gives the creation operator $d_j=S_jt_j$.

```lean
/-- The Jordan-Wigner creation operator `Z 0 ⋯ Z (j-1) t j`. -/
abbrev creator (s t : Fin n → R) (j : Fin n) : R := dress s t t j
```

What matters about $s$ and $t$ is that both are odd: $Z_ja_j=-a_jZ_j$, while $Z_i$ commutes with $a_j$ for $i\ne j$.

```lean
/-- Each `a j` anticommutes with the parity of its own site and commutes with the others. -/
def IsOdd (s t a : Fin n → R) : Prop :=
  ∀ j, siteZ s t j * a j = -(a j * siteZ s t j) ∧
    ∀ i, i ≠ j → Commute (siteZ s t i) (a j)
```

## Where the sign comes from

On one site, omitting the index, $sts=(1-ts)s=s$ and $tst=t(1-ts)=t$. Hence
$$Zs=s,\quad sZ=s-2sts=-s,\quad Zt=t-2tst=-t,\quad tZ=t.$$

```lean
/-- The parity of a site is absorbed by its ladder operators up to a sign. -/
theorem site_rules {s t : Fin n → R} (h : IsSpinChain s t) (j : Fin n) :
    siteZ s t j * s j = s j ∧ s j * siteZ s t j = -s j ∧
    siteZ s t j * t j = -t j ∧ t j * siteZ s t j = t j := by
  have hst : s j * t j = 1 - t j * s j := eq_sub_of_add_eq (h.anti j)
  have hsts : s j * t j * s j = s j := by
    rw [hst, sub_mul, one_mul, mul_assoc, h.s_sq, mul_zero, sub_zero]
  have htst : t j * s j * t j = t j := by
    rw [mul_assoc, hst, mul_sub, mul_one, ← mul_assoc, h.t_sq, zero_mul, sub_zero]
  refine ⟨?_, ?_, ?_, ?_⟩
  · rw [siteZ, two_mul, sub_mul, one_mul, add_mul, mul_assoc, h.s_sq, mul_zero,
      add_zero, sub_zero]
  · rw [siteZ, two_mul, mul_sub, mul_one, mul_add, ← mul_assoc, hsts]
    abel
  · rw [siteZ, two_mul, sub_mul, one_mul, add_mul, htst]
    abel
  · rw [siteZ, two_mul, mul_sub, mul_one, mul_add, ← mul_assoc, h.t_sq, zero_mul,
      add_zero, sub_zero]
```

Thus $Zs=-sZ$ and $Zt=-tZ$. A parity on another site is built from operators that commute with $s_j$ and $t_j$, so it commutes with them too.

```lean
/-- Lowering and raising operators are both odd under the site parities. -/
theorem site_odd {s t : Fin n → R} (h : IsSpinChain s t) :
    IsOdd s t s ∧ IsOdd s t t := by
  have key : ∀ (i : Fin n) (a : R), Commute (s i) a → Commute (t i) a →
      Commute (siteZ s t i) a := by
    intro i a hs ht
    rw [siteZ, two_mul]
    exact (Commute.one_left a).sub_left ((ht.mul_left hs).add_left (ht.mul_left hs))
  refine ⟨fun j => ⟨?_, fun i hij => ?_⟩, fun j => ⟨?_, fun i hij => ?_⟩⟩
  · rw [(site_rules h j).1, (site_rules h j).2.1, neg_neg]
  · exact key i _ (h.comm_ss i j hij) (h.comm_st j i hij.symm).symm
  · rw [(site_rules h j).2.2.1, (site_rules h j).2.2.2]
  · exact key i _ (h.comm_st i j hij) (h.comm_tt i j hij)
```

If $a$ commutes with every factor of $S_k$, it can be moved through them one by one, so $S_ka=aS_k$. The proof is an induction on $k$.

```lean
/-- A string commutes with whatever commutes with each parity in it. -/
theorem string_commute {s t : Fin n → R} {a : R} {k : ℕ}
    (h : ∀ i : Fin n, (i : ℕ) < k → Commute (siteZ s t i) a) :
    Commute (jwString s t k) a := by
  induction k with
  | zero => exact Commute.one_left a
  | succ k ih =>
    rw [jwString]
    refine (ih fun i hi => h i (Nat.lt_succ_of_lt hi)).mul_left ?_
    split_ifs with hk
    · exact h ⟨k, hk⟩ (Nat.lt_succ_self k)
    · exact Commute.one_left a
```

If $j<k$, the string $S_k$ contains $Z_j$ exactly once. Moving an odd $a_j$ through it gives one sign:
$$S_ka_j=-a_jS_k.$$
The induction asks whether the last factor sits on site $j$. If so, it supplies the sign; if not, it commutes with $a_j$ and the shorter string supplies it.

```lean
/-- A string anticommutes with an odd operator on a site that it covers. -/
theorem string_anticommute {s t a : Fin n → R} (ha : IsOdd s t a) {j : Fin n} {k : ℕ}
    (hk : (j : ℕ) < k) : jwString s t k * a j = -(a j * jwString s t k) := by
  induction k with
  | zero => omega
  | succ k ih =>
    rcases Nat.lt_succ_iff_lt_or_eq.mp hk with hlt | heq
    · -- the last factor is not the parity of site `j`
      have hf : Commute (if h : k < n then siteZ s t ⟨k, h⟩ else 1) (a j) := by
        split_ifs with hn
        · exact (ha j).2 _ (Fin.ne_of_val_ne (by show k ≠ (j : ℕ); omega))
        · exact Commute.one_left _
      rw [jwString, mul_assoc, hf.eq, ← mul_assoc, ih hlt, neg_mul, mul_assoc]
    · -- the last parity sits on site `j` and gives the sign
      subst heq
      have e : jwString s t ((j : ℕ) + 1) = jwString s t j * siteZ s t j := by
        simp [jwString]
      have hS : Commute (jwString s t j) (a j) :=
        string_commute fun i hi => (ha j).2 i (by rintro rfl; omega)
      rw [e, mul_assoc, (ha j).1, mul_neg, ← mul_assoc, hS.eq, mul_assoc]
```

Strings also square to one. First,
$$Z_j^2=Z_j-2(Z_jt_j)s_j=Z_j+2t_js_j=1.$$
Since the parities commute, $S_{k+1}^2=S_kZ_kS_kZ_k=S_k^2Z_k^2=1$ by induction.

```lean
/-- A string squares to one and commutes with every site parity. -/
theorem string_involution {s t : Fin n → R} (h : IsSpinChain s t) (k : ℕ) :
    jwString s t k * jwString s t k = 1 ∧
    ∀ i, Commute (siteZ s t i) (jwString s t k) := by
  have e : ∀ j, siteZ s t j = 1 - (t j * s j + t j * s j) := fun j => by
    rw [siteZ, two_mul]
  have zz : ∀ i j, Commute (siteZ s t i) (siteZ s t j) := by
    intro i j
    by_cases hij : i = j
    · rw [hij]
    · have hts := (((site_odd h).2 j).2 i hij).mul_right (((site_odd h).1 j).2 i hij)
      rw [e j]
      exact (Commute.one_right _).sub_right (hts.add_right hts)
  have zsq : ∀ j, siteZ s t j * siteZ s t j = 1 := by
    intro j
    calc siteZ s t j * siteZ s t j
        = siteZ s t j * (1 - (t j * s j + t j * s j)) := by rw [← e]
      _ = siteZ s t j - (siteZ s t j * t j * s j + siteZ s t j * t j * s j) := by
          simp only [mul_sub, mul_one, mul_add, mul_assoc]
      _ = 1 := by
          rw [(site_rules h j).2.2.1, e, neg_mul]
          abel
  have zS : ∀ k i, Commute (siteZ s t i) (jwString s t k) := fun k i =>
    (string_commute fun l _ => zz l i).symm
  refine ⟨?_, zS k⟩
  induction k with
  | zero => simp [jwString]
  | succ k ih =>
    by_cases hn : k < n
    · rw [jwString, dif_pos hn, mul_assoc, ← mul_assoc (siteZ s t ⟨k, hn⟩),
        (zS k ⟨k, hn⟩).eq, mul_assoc, zsq, mul_one, ih]
    · rw [jwString, dif_neg hn, mul_one, ih]
```

## The anticommutation relations

Let $i<j$, and let $a$ and $b$ be odd families with $a_ib_j=b_ja_i$. The longer string covers site $i$, but the shorter one does not reach site $j$:
$$S_ia_iS_jb_j=-S_iS_ja_ib_j,\qquad S_jb_jS_ia_i=S_jS_ib_ja_i=S_iS_ja_ib_j.$$
The sum vanishes. In the code, `e1` and `e2` are these two evaluations.

```lean
/-- Odd operators that commute between different sites anticommute there once dressed. -/
theorem dress_anticommute {s t a b : Fin n → R} (h : IsSpinChain s t)
    (ha : IsOdd s t a) (hb : IsOdd s t b) {i j : Fin n} (hab : Commute (a i) (b j))
    (hij : (i : ℕ) < j) :
    dress s t a i * dress s t b j + dress s t b j * dress s t a i = 0 := by
  have h1 : a i * jwString s t j = -(jwString s t j * a i) := by
    rw [string_anticommute ha hij, neg_neg]
  have h2 : Commute (jwString s t i) (b j) :=
    string_commute fun l hl => (hb j).2 l (by rintro rfl; omega)
  have h3 : Commute (jwString s t i) (jwString s t j) :=
    string_commute fun l _ => (string_involution h j).2 l
  -- only the longer string produces a sign
  have e1 : dress s t a i * dress s t b j
      = -(jwString s t i * jwString s t j * (a i * b j)) := by
    rw [dress, dress, mul_assoc, ← mul_assoc (a i), h1]
    simp only [neg_mul, mul_neg, mul_assoc]
  have e2 : dress s t b j * dress s t a i
      = jwString s t i * jwString s t j * (a i * b j) := by
    rw [dress, dress, mul_assoc, ← mul_assoc (b j), ← h2.eq, h3.eq, hab.eq]
    simp only [mul_assoc]
  rw [e1, e2, neg_add_cancel]
```

On equal sites, $S_i$ commutes with $a_i$, so $S_ia_iS_ib_i=S_i^2a_ib_i=a_ib_i$, and the site relations take over. Together the two cases give, for all $i$ and $j$,
$$c_ic_j+c_jc_i=0,\quad d_id_j+d_jd_i=0,\quad c_id_j+d_jc_i=\delta_{ij}.$$
The theorem states these as a conjunction, with `if i = j then 1 else 0` for $\delta_{ij}$. For $i>j$ the proof swaps the summands and applies the previous lemma.

These relations allow a finite set of fermionic modes, such as the orthonormal spin orbitals of an electronic-structure calculation, to be represented on qubits.

```lean
/-- The Jordan-Wigner operators obey the canonical anticommutation relations. -/
theorem canonical_anticommutation {s t : Fin n → R} (h : IsSpinChain s t) (i j : Fin n) :
    annihilator s t i * annihilator s t j + annihilator s t j * annihilator s t i = 0 ∧
    creator s t i * creator s t j + creator s t j * creator s t i = 0 ∧
    annihilator s t i * creator s t j + creator s t j * annihilator s t i
      = if i = j then 1 else 0 := by
  obtain ⟨os, ot⟩ := site_odd h
  -- on one site the two strings cancel
  have same : ∀ a b : Fin n → R, IsOdd s t a →
      dress s t a i * dress s t b i = a i * b i := by
    intro a b ha
    have hS : Commute (jwString s t i) (a i) :=
      string_commute fun l hl => (ha i).2 l (by rintro rfl; omega)
    rw [dress, dress, mul_assoc, ← mul_assoc (a i), ← hS.eq, mul_assoc, ← mul_assoc,
      (string_involution h i).1, one_mul]
  by_cases hij : i = j
  · subst hij
    refine ⟨?_, ?_, ?_⟩
    · rw [same s s os, h.s_sq, add_zero]
    · rw [same t t ot, h.t_sq, add_zero]
    · rw [same s t os, same t s ot, h.anti, if_pos rfl]
  · rw [if_neg hij]
    rcases Nat.lt_or_gt_of_ne (fun e => hij (Fin.ext e)) with hlt | hgt
    · exact ⟨dress_anticommute h os os (h.comm_ss i j hij) hlt,
        dress_anticommute h ot ot (h.comm_tt i j hij) hlt,
        dress_anticommute h os ot (h.comm_st i j hij) hlt⟩
    · refine ⟨?_, ?_, ?_⟩ <;> rw [add_comm]
      · exact dress_anticommute h os os (h.comm_ss i j hij).symm hgt
      · exact dress_anticommute h ot ot (h.comm_tt i j hij).symm hgt
      · exact dress_anticommute h ot os (h.comm_st i j hij).symm hgt
```

## Hopping between neighbours

For $k=j+1$ we have $S_k=S_jZ_j$, and the strings disappear:
$$d_jc_k=S_jt_jS_jZ_js_k=t_jZ_js_k=t_js_k,$$
$$d_kc_j=S_jZ_jt_kS_js_j=Z_jt_ks_j=t_kZ_js_j=t_ks_j.$$
Nearest-neighbour hopping on an open chain is therefore spin exchange in the flip-flop sense: one spin is raised and its neighbour lowered. For spins one half with $t_j=s_j^\dagger$, the sum of the two products is proportional to the transverse part of a Heisenberg coupling, which leaves out the product of the $z$ components. The hypothesis $k=j+1$ excludes longer hops, including the bond that closes a ring of more than two sites.

```lean
/-- Hopping between neighbouring sites `j` and `k = j + 1` is spin exchange without a string. -/
theorem hopping_eq_exchange {s t : Fin n → R} (h : IsSpinChain s t) {j k : Fin n}
    (hk : (k : ℕ) = j + 1) :
    creator s t j * annihilator s t k = t j * s k ∧
    creator s t k * annihilator s t j = t k * s j := by
  obtain ⟨os, ot⟩ := site_odd h
  have e : jwString s t k = jwString s t j * siteZ s t j := by
    rw [hk]
    simp [jwString]
  have hj : Commute (jwString s t j) (t j) :=
    string_commute fun l hl => (ot j).2 l (by rintro rfl; omega)
  have hkS : Commute (jwString s t j) (t k) :=
    string_commute fun l hl => (ot k).2 l (by rintro rfl; omega)
  have hZ : Commute (siteZ s t j) (t k) := (ot k).2 j (by rintro rfl; omega)
  obtain ⟨hsq, hc⟩ := string_involution h j
  constructor
  · calc dress s t t j * dress s t s k
        = jwString s t j * (t j * jwString s t j) * siteZ s t j * s k := by
          rw [dress, dress, e]
          simp only [mul_assoc]
      _ = (jwString s t j * jwString s t j) * ((t j * siteZ s t j) * s k) := by
          rw [← hj.eq]
          simp only [mul_assoc]
      _ = t j * s k := by rw [hsq, one_mul, (site_rules h j).2.2.2]
  · calc dress s t t k * dress s t s j
        = jwString s t j * siteZ s t j * (t k * jwString s t j) * s j := by
          rw [dress, dress, e]
          simp only [mul_assoc]
      _ = jwString s t j * (siteZ s t j * jwString s t j) * t k * s j := by
          rw [← hkS.eq]
          simp only [mul_assoc]
      _ = (jwString s t j * jwString s t j) * ((siteZ s t j * t k) * s j) := by
          rw [(hc j).eq]
          simp only [mul_assoc]
      _ = t k * s j := by rw [hsq, one_mul, hZ.eq, mul_assoc, (site_rules h j).1]
```

## Two spins one half

A concrete case uses $4\times4$ complex matrices. The first basis vector of each spin is its lower state and the second its upper state. With $\sigma=\begin{pmatrix}0&1\\0&0\end{pmatrix}$, the lowering operators are $s_0=\sigma\otimes1$ and $s_1=1\otimes\sigma$.

```lean
/-- Lowering operators of two spins one half, on the tensor product of their spaces; for each spin,
index 0 is the lower state and index 1 the upper state. -/
def lowerTwo : Fin 2 → Matrix (Fin 2 × Fin 2) (Fin 2 × Fin 2) ℂ :=
  ![!![0, 1; 0, 0] ⊗ₖ (1 : Matrix (Fin 2) (Fin 2) ℂ),
    (1 : Matrix (Fin 2) (Fin 2) ℂ) ⊗ₖ !![0, 1; 0, 0]]
```

The raising operators use the transpose $\sigma^T$ in the same positions.

```lean
/-- Raising operators of two spins one half, on the tensor product of their spaces; for each spin,
index 0 is the lower state and index 1 the upper state. -/
def raiseTwo : Fin 2 → Matrix (Fin 2 × Fin 2) (Fin 2 × Fin 2) ℂ :=
  ![!![0, 0; 1, 0] ⊗ₖ (1 : Matrix (Fin 2) (Fin 2) ℂ),
    (1 : Matrix (Fin 2) (Fin 2) ℂ) ⊗ₖ !![0, 0; 1, 0]]
```

Direct multiplication gives $\sigma^2=(\sigma^T)^2=0$ and $\sigma\sigma^T+\sigma^T\sigma=1$. Different tensor factors commute because $(A\otimes1)(1\otimes B)=A\otimes B=(1\otimes B)(A\otimes1)$. The proof checks the $2\times2$ identities entry by entry and lifts them with the product rule for Kronecker products, so the theorems above apply to this pair of spins.

```lean
/-- The ladder matrices of two spins one half satisfy the site relations. -/
theorem isSpinChain_witness : IsSpinChain lowerTwo raiseTwo := by
  have hl : (!![0, 1; 0, 0] : Matrix (Fin 2) (Fin 2) ℂ) * !![0, 1; 0, 0] = 0 := by
    ext i j; fin_cases i <;> fin_cases j <;> simp [Matrix.mul_apply, Fin.sum_univ_succ]
  have hr : (!![0, 0; 1, 0] : Matrix (Fin 2) (Fin 2) ℂ) * !![0, 0; 1, 0] = 0 := by
    ext i j; fin_cases i <;> fin_cases j <;> simp [Matrix.mul_apply, Fin.sum_univ_succ]
  have ha : (!![0, 1; 0, 0] : Matrix (Fin 2) (Fin 2) ℂ) * !![0, 0; 1, 0]
      + !![0, 0; 1, 0] * !![0, 1; 0, 0] = 1 := by
    ext i j; fin_cases i <;> fin_cases j <;> simp
  -- operators on different tensor factors commute
  have hc : ∀ A B : Matrix (Fin 2) (Fin 2) ℂ,
      Commute (A ⊗ₖ (1 : Matrix (Fin 2) (Fin 2) ℂ))
        ((1 : Matrix (Fin 2) (Fin 2) ℂ) ⊗ₖ B) := by
    intro A B
    rw [commute_iff_eq, ← Matrix.mul_kronecker_mul, ← Matrix.mul_kronecker_mul,
      mul_one, one_mul, mul_one, one_mul]
  refine ⟨Fin.forall_fin_two.2 ⟨?_, ?_⟩, Fin.forall_fin_two.2 ⟨?_, ?_⟩,
    Fin.forall_fin_two.2 ⟨?_, ?_⟩, ?_, ?_, ?_⟩
  · change (_ ⊗ₖ _) * (_ ⊗ₖ _) = 0
    rw [← Matrix.mul_kronecker_mul, hl, Matrix.zero_kronecker]
  · change (_ ⊗ₖ _) * (_ ⊗ₖ _) = 0
    rw [← Matrix.mul_kronecker_mul, hl, Matrix.kronecker_zero]
  · change (_ ⊗ₖ _) * (_ ⊗ₖ _) = 0
    rw [← Matrix.mul_kronecker_mul, hr, Matrix.zero_kronecker]
  · change (_ ⊗ₖ _) * (_ ⊗ₖ _) = 0
    rw [← Matrix.mul_kronecker_mul, hr, Matrix.kronecker_zero]
  · change (_ ⊗ₖ _) * (_ ⊗ₖ _) + (_ ⊗ₖ _) * (_ ⊗ₖ _) = 1
    rw [← Matrix.mul_kronecker_mul, ← Matrix.mul_kronecker_mul, ← Matrix.add_kronecker,
      ha, one_mul, Matrix.one_kronecker_one]
  · change (_ ⊗ₖ _) * (_ ⊗ₖ _) + (_ ⊗ₖ _) * (_ ⊗ₖ _) = 1
    rw [← Matrix.mul_kronecker_mul, ← Matrix.mul_kronecker_mul, ← Matrix.kronecker_add,
      ha, one_mul, Matrix.one_kronecker_one]
  all_goals
    intro i j hij
    fin_cases i <;> fin_cases j
    · exact absurd rfl hij
    · exact hc _ _
    · exact (hc _ _).symm
    · exact absurd rfl hij

end JordanWigner
```

```lean
#print axioms JordanWigner.string_anticommute
-- 'JordanWigner.string_anticommute' depends on axioms: [propext, Classical.choice, Quot.sound]
#print axioms JordanWigner.canonical_anticommutation
-- 'JordanWigner.canonical_anticommutation' depends on axioms: [propext, Classical.choice, Quot.sound]
#print axioms JordanWigner.hopping_eq_exchange
-- 'JordanWigner.hopping_eq_exchange' depends on axioms: [propext, Quot.sound]
```
